# A local energy density is spin-rotation invariant exactly when it depends only on $n$ and $|\mathbf m|$

**Q:** At each grid point my noncollinear LSDA code reduces the $2\times2$ spin density matrix to the density $n$ and the magnetization length $|\mathbf m|$. It then calls a collinear functional with $n_{\uparrow,\downarrow}=(n\pm|\mathbf m|)/2$. What justifies discarding the direction of $\mathbf m$?

**A:** Rotation invariance. If the energy density at a point is a function of the spin density matrix there, and spin rotations leave it unchanged, it can depend only on $n$ and $|\mathbf m|$. The converse holds too. The invariance is a hypothesis, not a result: it is natural for exchange and correlation when the kinetic energy and the Coulomb interaction do not act on spin, and it fails for a Zeeman term $-\mathbf B\cdot\mathbf m$ in a fixed field $\mathbf B$. Functionals that use gradients are not covered.

**Q:** Which objects represent the physics?

**A:** With real $n$, $\mathbf m\in\mathbb R^3$ and Pauli matrices $\sigma_0,\sigma_1,\sigma_2$ for $x,y,z$, `spinDensity n m` is

$$\rho(n,\mathbf m)=\tfrac12(n\,1+\mathbf m\cdot\boldsymbol\sigma).$$

A spin rotation is conjugation by a unitary $U$. The matrix `spinRotation U` has entries $R_{kj}=\tfrac12\mathrm{Re}\,\mathrm{tr}(\sigma_kU\sigma_jU^\dagger)$, `magLength` is $|\mathbf m|=\sqrt{\mathbf m\cdot\mathbf m}$, and `localSpinEnergy` integrates $g(n,|\mathbf m|)$ over space.

In Lean 4 with Mathlib:

```lean
import Mathlib

open Matrix MeasureTheory

namespace NoncollinearSpinInvariance

noncomputable section

/-- The three Pauli matrices. -/
def pauli : Fin 3 → Matrix (Fin 2) (Fin 2) ℂ :=
  ![!![0, 1; 1, 0], !![0, -Complex.I; Complex.I, 0], !![1, 0; 0, -1]]

/-- The Pauli vector `a · σ` of a real three-vector `a`. -/
def pauliVec (a : Fin 3 → ℝ) : Matrix (Fin 2) (Fin 2) ℂ :=
  ∑ k, (a k : ℂ) • pauli k

/-- The local spin density matrix `(n 1 + m · σ) / 2`. -/
def spinDensity (n : ℝ) (m : Fin 3 → ℝ) : Matrix (Fin 2) (Fin 2) ℂ :=
  (1 / 2 : ℂ) • ((n : ℂ) • (1 : Matrix (Fin 2) (Fin 2) ℂ) + pauliVec m)

/-- The Euclidean length of the magnetization vector. -/
def magLength (m : Fin 3 → ℝ) : ℝ := √(m ⬝ᵥ m)

/-- The real 3 × 3 matrix by which the spin transformation `U` acts on magnetizations. -/
def spinRotation (U : Matrix (Fin 2) (Fin 2) ℂ) : Matrix (Fin 3) (Fin 3) ℝ :=
  Matrix.of fun k j => (trace (pauli k * (U * pauli j * Uᴴ))).re / 2

/-- The energy of a local functional whose energy density `g` depends on `n` and `|m|`. -/
def localSpinEnergy (g : ℝ → ℝ → ℝ) (n : EuclideanSpace ℝ (Fin 3) → ℝ)
    (m : EuclideanSpace ℝ (Fin 3) → Fin 3 → ℝ) : ℝ :=
  ∫ r, g (n r) (magLength (m r))
```

**Q:** You have defined $R$ by a formula. Why does conjugation act on $\mathbf m$ through it?

**A:** A traceless Hermitian matrix has the form
$$A=\begin{pmatrix}a_2&a_0-ia_1\\a_0+ia_1&-a_2\end{pmatrix}=\mathbf a\cdot\boldsymbol\sigma,\qquad a_k=\tfrac12\mathrm{Re}\,\mathrm{tr}(\sigma_kA).$$
`traceless_expansion` checks this by comparing real and imaginary parts of the entries.

```lean
/-- The Pauli vector written out as a 2 × 2 matrix. -/
lemma pauliVec_eq (a : Fin 3 → ℝ) : pauliVec a =
    !![(a 2 : ℂ), a 0 - a 1 * Complex.I; a 0 + a 1 * Complex.I, -(a 2 : ℂ)] := by
  ext i j
  fin_cases i <;> fin_cases j <;> simp [pauliVec, pauli, Fin.sum_univ_three]
  ring

/-- A traceless Hermitian 2 × 2 matrix is the combination of Pauli matrices with
coefficients `Re tr(σ_k A) / 2`. -/
lemma traceless_expansion (A : Matrix (Fin 2) (Fin 2) ℂ) (hA : Aᴴ = A) (ht : trace A = 0) :
    A = pauliVec fun k => (trace (pauli k * A)).re / 2 := by
  have h00 := congrArg Complex.im (congrFun (congrFun hA 0) 0)
  have h10r := congrArg Complex.re (congrFun (congrFun hA 1) 0)
  have h10i := congrArg Complex.im (congrFun (congrFun hA 1) 0)
  rw [trace_fin_two] at ht
  have htr := congrArg Complex.re ht
  have hti := congrArg Complex.im ht
  simp only [conjTranspose_apply, Complex.star_def, Complex.conj_re, Complex.conj_im,
    Complex.add_re, Complex.add_im, Complex.zero_re, Complex.zero_im] at h00 h10r h10i htr hti
  have e0 : (trace (pauli 0 * A)).re / 2 = (A 0 1).re := by
    simp [pauli, trace_fin_two, Matrix.vecMul, dotProduct, Fin.sum_univ_two]
    linarith
  have e1 : (trace (pauli 1 * A)).re / 2 = -(A 0 1).im := by
    simp [pauli, trace_fin_two, Matrix.vecMul, dotProduct, Fin.sum_univ_two]
    linarith
  have e2 : (trace (pauli 2 * A)).re / 2 = (A 0 0).re := by
    simp [pauli, trace_fin_two, Matrix.vecMul, dotProduct, Fin.sum_univ_two]
    linarith
  rw [pauliVec_eq, e0, e1, e2]
  ext i j
  fin_cases i <;> fin_cases j <;> apply Complex.ext <;> simp <;> linarith
```

Each $U\sigma_jU^\dagger$ is Hermitian, and traceless because the trace is cyclic, so it equals $\sum_kR_{kj}\sigma_k$. Multiplying by $m_j$, summing over $j$ and using $UU^\dagger=1$ gives $U\rho(n,\mathbf m)U^\dagger=\rho(n,R\mathbf m)$.

```lean
/-- A unitary spin transformation leaves `n` alone and acts on `m` by a real matrix. -/
theorem conj_spinDensity {U : Matrix (Fin 2) (Fin 2) ℂ} (hU : U ∈ unitaryGroup (Fin 2) ℂ)
    (n : ℝ) (m : Fin 3 → ℝ) :
    U * spinDensity n m * Uᴴ = spinDensity n (spinRotation U *ᵥ m) := by
  have h1 : U * Uᴴ = 1 := mem_unitaryGroup_iff.mp hU
  have h2 : Uᴴ * U = 1 := mul_eq_one_comm.mp h1
  -- each rotated Pauli matrix is again Hermitian and traceless
  have h (j : Fin 3) : U * pauli j * Uᴴ = ∑ k, ((spinRotation U k j : ℝ) : ℂ) • pauli k := by
    have hp : (pauli j)ᴴ = pauli j := by
      ext a b
      fin_cases j <;> fin_cases a <;> fin_cases b <;> simp [pauli]
    have hq : trace (pauli j) = 0 := by
      fin_cases j <;> simp [pauli, trace_fin_two]
    refine traceless_expansion _ ?_ ?_
    · rw [conjTranspose_mul, conjTranspose_mul, conjTranspose_conjTranspose, hp, mul_assoc]
    · rw [trace_mul_cycle, h2, one_mul, hq]
  calc U * spinDensity n m * Uᴴ
      = (1 / 2 : ℂ) • ((n : ℂ) • (U * Uᴴ) + ∑ j, (m j : ℂ) • (U * pauli j * Uᴴ)) := by
        simp only [spinDensity, pauliVec, Fin.sum_univ_three, mul_add, add_mul,
          Matrix.mul_smul, Matrix.smul_mul, mul_one]
    _ = spinDensity n (spinRotation U *ᵥ m) := by
        rw [h1]
        simp only [h, spinDensity, pauliVec, Fin.sum_univ_three, Matrix.mulVec, dotProduct,
          Complex.ofReal_add, Complex.ofReal_mul]
        module
```

**Q:** Does $R$ preserve length?

**A:** Conjugation preserves the trace and the determinant, which are
$$\mathrm{tr}\,\rho=n,\qquad\det\rho=\tfrac14(n^2-\mathbf m\cdot\mathbf m).$$
The first fixes $n$, and the second then fixes $\mathbf m\cdot\mathbf m$.

```lean
/-- Two spin density matrices related by a unitary conjugation have the same density and
the same squared magnetization. -/
theorem unitary_invariants {U : Matrix (Fin 2) (Fin 2) ℂ} (hU : U ∈ unitaryGroup (Fin 2) ℂ)
    {n n' : ℝ} {m m' : Fin 3 → ℝ} (h : U * spinDensity n m * Uᴴ = spinDensity n' m') :
    n' = n ∧ m' ⬝ᵥ m' = m ⬝ᵥ m := by
  have h1 : U * Uᴴ = 1 := mem_unitaryGroup_iff.mp hU
  have h2 : Uᴴ * U = 1 := mul_eq_one_comm.mp h1
  have htr (a : ℝ) (b : Fin 3 → ℝ) : trace (spinDensity a b) = (a : ℂ) := by
    simp [spinDensity, pauliVec_eq, trace_fin_two]
    ring
  have hdet (a : ℝ) (b : Fin 3 → ℝ) :
      det (spinDensity a b) = (((a ^ 2 - b ⬝ᵥ b) / 4 : ℝ) : ℂ) := by
    simp [spinDensity, pauliVec_eq, det_fin_two, dotProduct, Fin.sum_univ_three]
    linear_combination (b 1 : ℂ) ^ 2 / 4 * Complex.I_sq
  -- the trace fixes the density, the determinant then fixes the length
  have hn : n' = n := by
    have := congrArg trace h
    rw [trace_mul_cycle, h2, one_mul, htr, htr] at this
    exact_mod_cast this.symm
  have hd : det (spinDensity n m) = det (spinDensity n' m') := by
    have h3 : det U * det Uᴴ = 1 := by rw [← det_mul, h1, det_one]
    rw [← h, det_mul, det_mul]
    linear_combination (-det (spinDensity n m)) * h3
  rw [hdet, hdet] at hd
  have hd' := Complex.ofReal_injective hd
  subst hn
  exact ⟨rfl, by linarith⟩
```

Applying this to $\mathbf a$, $\mathbf b$ and $\mathbf a+\mathbf b$, and subtracting the squares, leaves $R\mathbf a\cdot R\mathbf b=\mathbf a\cdot\mathbf b$.

```lean
/-- The action of a unitary spin transformation on magnetizations preserves dot products. -/
theorem spinRotation_dot {U : Matrix (Fin 2) (Fin 2) ℂ} (hU : U ∈ unitaryGroup (Fin 2) ℂ)
    (a b : Fin 3 → ℝ) : (spinRotation U *ᵥ a) ⬝ᵥ (spinRotation U *ᵥ b) = a ⬝ᵥ b := by
  have key (c : Fin 3 → ℝ) := (unitary_invariants hU (conj_spinDensity hU 0 c)).2
  have hab := key (a + b)
  rw [Matrix.mulVec_add] at hab
  simp only [add_dotProduct, dotProduct_add] at hab
  linarith [key a, key b, dotProduct_comm a b,
    dotProduct_comm (spinRotation U *ᵥ a) (spinRotation U *ᵥ b)]
```

**Q:** That shows that functions of $n$ and $|\mathbf m|$ are invariant. For the other direction you need enough rotations to reach every direction.

**A:** Half turns suffice. They come from the anticommutator
$$(\mathbf a\cdot\boldsymbol\sigma)(\mathbf b\cdot\boldsymbol\sigma)+(\mathbf b\cdot\boldsymbol\sigma)(\mathbf a\cdot\boldsymbol\sigma)=2(\mathbf a\cdot\mathbf b)\,1.$$

```lean
/-- The anticommutator of two Pauli vectors is twice their dot product. -/
lemma pauliVec_anticomm (a b : Fin 3 → ℝ) :
    pauliVec a * pauliVec b + pauliVec b * pauliVec a =
      ((2 * (a ⬝ᵥ b) : ℝ) : ℂ) • (1 : Matrix (Fin 2) (Fin 2) ℂ) := by
  rw [pauliVec_eq, pauliVec_eq]
  ext i j
  fin_cases i <;> fin_cases j <;> apply Complex.ext <;>
    simp [dotProduct, Fin.sum_univ_three] <;> ring
```

For a unit vector $\mathbf u$ it gives $(\mathbf u\cdot\boldsymbol\sigma)^2=1$, so the Hermitian matrix $\mathbf u\cdot\boldsymbol\sigma$ is unitary. Moving one factor past $\mathbf m\cdot\boldsymbol\sigma$ gives
$$(\mathbf u\cdot\boldsymbol\sigma)(\mathbf m\cdot\boldsymbol\sigma)(\mathbf u\cdot\boldsymbol\sigma)=2(\mathbf u\cdot\mathbf m)\,\mathbf u\cdot\boldsymbol\sigma-\mathbf m\cdot\boldsymbol\sigma,$$
which is the half turn $\mathbf m\mapsto2(\mathbf u\cdot\mathbf m)\mathbf u-\mathbf m$.

```lean
/-- For a unit vector `u`, the matrix `u · σ` is unitary and turns the magnetization by
half a turn about `u`. -/
theorem half_turn {u : Fin 3 → ℝ} (hu : u ⬝ᵥ u = 1) :
    pauliVec u ∈ unitaryGroup (Fin 2) ℂ ∧ ∀ n m,
      pauliVec u * spinDensity n m * (pauliVec u)ᴴ =
        spinDensity n ((2 * (u ⬝ᵥ m)) • u - m) := by
  have hH : (pauliVec u)ᴴ = pauliVec u := by
    rw [pauliVec_eq]
    ext i j
    fin_cases i <;> fin_cases j <;> simp [conjTranspose_apply]
    ring
  have hN : pauliVec u * pauliVec u = 1 := by
    calc pauliVec u * pauliVec u
        = (1 / 2 : ℂ) • (pauliVec u * pauliVec u + pauliVec u * pauliVec u) := by module
      _ = 1 := by
        rw [pauliVec_anticomm, hu]
        push_cast
        module
  refine ⟨mem_unitaryGroup_iff.mpr (by rw [star_eq_conjTranspose, hH, hN]), fun n m => ?_⟩
  have hM : pauliVec u * pauliVec m * pauliVec u =
      ((2 * (u ⬝ᵥ m) : ℝ) : ℂ) • pauliVec u - pauliVec m := by
    calc pauliVec u * pauliVec m * pauliVec u
        = (pauliVec u * pauliVec m + pauliVec m * pauliVec u) * pauliVec u
            - pauliVec m * (pauliVec u * pauliVec u) := by noncomm_ring
      _ = _ := by rw [pauliVec_anticomm, hN, Matrix.smul_mul, one_mul, mul_one]
  have hL : pauliVec ((2 * (u ⬝ᵥ m)) • u - m) =
      ((2 * (u ⬝ᵥ m) : ℝ) : ℂ) • pauliVec u - pauliVec m := by
    simp only [pauliVec, Fin.sum_univ_three, Pi.sub_apply, Pi.smul_apply, smul_eq_mul,
      Complex.ofReal_sub, Complex.ofReal_mul]
    module
  rw [hH, spinDensity, spinDensity, hL, ← hM]
  simp only [mul_add, add_mul, Matrix.mul_smul, Matrix.smul_mul, mul_one, hN]
```

Now let $|\mathbf m|=|\mathbf m'|$ and $\mathbf w=\mathbf m+\mathbf m'$. If $\mathbf w\ne0$, then $\mathbf w\cdot\mathbf w=2\,\mathbf w\cdot\mathbf m$, so the half turn about $\mathbf u=\mathbf w/|\mathbf w|$ sends $\mathbf m$ to $\mathbf w-\mathbf m=\mathbf m'$. If $\mathbf m'=-\mathbf m$, any axis perpendicular to $\mathbf m$ works. The proof takes the $x$ axis when $m_0=0$, which covers $\mathbf m=0$, and the direction of $(m_1,-m_0,0)$ otherwise.

```lean
/-- Any two magnetizations of equal length are connected by a unitary spin rotation. -/
theorem exists_rotation {m m' : Fin 3 → ℝ} (h : m ⬝ᵥ m = m' ⬝ᵥ m') :
    ∃ U ∈ unitaryGroup (Fin 2) ℂ, ∀ n, U * spinDensity n m * Uᴴ = spinDensity n m' := by
  -- the axis: the bisector, or a perpendicular vector for opposite magnetizations
  obtain ⟨w, hw0, hw⟩ : ∃ w : Fin 3 → ℝ, w ≠ 0 ∧
      ∀ k, 2 * (w ⬝ᵥ m) * w k = (w ⬝ᵥ w) * (m k + m' k) := by
    by_cases hs : m + m' = 0
    · have hk (k : Fin 3) : m k + m' k = 0 := congrFun hs k
      by_cases h0 : m 0 = 0
      · refine ⟨![1, 0, 0], fun hc => by simpa using congrFun hc 0, fun k => ?_⟩
        have : ![1, 0, 0] ⬝ᵥ m = 0 := by simp [dotProduct, Fin.sum_univ_three, h0]
        rw [this, hk]
        ring
      · refine ⟨![m 1, -m 0, 0], fun hc => h0 (by simpa using congrFun hc 1), fun k => ?_⟩
        have : ![m 1, -m 0, 0] ⬝ᵥ m = 0 := by
          simp [dotProduct, Fin.sum_univ_three]
          ring
        rw [this, hk]
        ring
    · refine ⟨m + m', hs, fun k => ?_⟩
      have : (m + m') ⬝ᵥ (m + m') = 2 * ((m + m') ⬝ᵥ m) := by
        simp only [add_dotProduct, dotProduct_add]
        linarith [dotProduct_comm m m']
      rw [this, Pi.add_apply]
  obtain ⟨r, hr0, hr⟩ : ∃ r : ℝ, r ≠ 0 ∧ r * r = w ⬝ᵥ w := by
    have hp : 0 ≤ w ⬝ᵥ w := Finset.sum_nonneg fun i _ => mul_self_nonneg (w i)
    refine ⟨√(w ⬝ᵥ w), fun hc => hw0 ?_, Real.mul_self_sqrt hp⟩
    exact dotProduct_self_eq_zero.mp ((Real.sqrt_eq_zero hp).mp hc)
  have hu : (r⁻¹ • w) ⬝ᵥ (r⁻¹ • w) = 1 := by
    rw [smul_dotProduct, dotProduct_smul, smul_eq_mul, smul_eq_mul, ← hr]
    field_simp
  have hm : (2 * ((r⁻¹ • w) ⬝ᵥ m)) • (r⁻¹ • w) - m = m' := by
    ext k
    have hq : 2 * (r⁻¹ * (w ⬝ᵥ m)) * (r⁻¹ * w k) = m k + m' k := by
      calc 2 * (r⁻¹ * (w ⬝ᵥ m)) * (r⁻¹ * w k)
          = r⁻¹ * r⁻¹ * (2 * (w ⬝ᵥ m) * w k) := by ring
        _ = r⁻¹ * r⁻¹ * (r * r * (m k + m' k)) := by rw [hw k, hr]
        _ = m k + m' k := by field_simp
    simp only [smul_dotProduct, Pi.sub_apply, Pi.smul_apply, smul_eq_mul]
    linarith
  exact ⟨_, (half_turn hu).1, fun n => by rw [(half_turn hu).2, hm]⟩
```

**Q:** What exactly does the equivalence say, and where does physical admissibility enter?

**A:** The energy density `e` is any real function of a $2\times2$ matrix, with no smoothness assumed. Both sides of the equivalence are restricted to $|\mathbf m|\le n$, the condition that neither $n_\uparrow$ nor $n_\downarrow$ is negative. On that domain, `e` is invariant under all unitaries if and only if some $g$ satisfies $e(\rho(n,\mathbf m))=g(n,|\mathbf m|)$.

For the forward direction, rotate $\mathbf m$ onto the $z$ axis and set $g(n,s)=e(\rho(n,(0,0,s)))$. This is your code's step: evaluate the collinear functional in the local spin frame. For the converse, $R$ preserves $|\mathbf m|$, so the rotated density stays in the domain and $g$ returns the same value.

```lean
/-- A local energy density is invariant under all unitary spin rotations of the densities
with `|m| ≤ n` if and only if it is there a function of `n` and `|m|` alone. -/
theorem rotation_invariant_iff (e : Matrix (Fin 2) (Fin 2) ℂ → ℝ) :
    (∀ U ∈ unitaryGroup (Fin 2) ℂ, ∀ n m, magLength m ≤ n →
      e (U * spinDensity n m * Uᴴ) = e (spinDensity n m)) ↔
    ∃ g : ℝ → ℝ → ℝ, ∀ n m, magLength m ≤ n → e (spinDensity n m) = g n (magLength m) := by
  constructor
  · -- rotate the magnetization onto the z axis
    intro h
    refine ⟨fun n s => e (spinDensity n ![0, 0, s]), fun n m hm => ?_⟩
    have hp : 0 ≤ m ⬝ᵥ m := Finset.sum_nonneg fun i _ => mul_self_nonneg (m i)
    have hz : m ⬝ᵥ m = ![0, 0, magLength m] ⬝ᵥ ![0, 0, magLength m] := by
      have hs : magLength m * magLength m = m ⬝ᵥ m := Real.mul_self_sqrt hp
      rw [← hs]
      simp [dotProduct, Fin.sum_univ_three]
    obtain ⟨U, hU, hUm⟩ := exists_rotation hz
    have hfin := h U hU n m hm
    rw [hUm n] at hfin
    exact hfin.symm
  · rintro ⟨g, hg⟩ U hU n m hm
    have hl : magLength (spinRotation U *ᵥ m) = magLength m := by
      rw [magLength, magLength, spinRotation_dot hU]
    rw [conj_spinDensity hU, hg n _ (hl.le.trans hm), hg n m hm, hl]
```

**Q:** My code integrates over the grid. May the rotation differ from point to point?

**A:** For this local energy, yes: the integrand is unchanged at every point. The hypothesis `hi` says that the original integrand is integrable, and the theorem carries that over to the rotated one. In a code, you can rotate $\mathbf m$ at every grid point and check that the LSDA exchange-correlation energy agrees to rounding error. The kinetic energy is a different matter, since it responds to spatial variation of the spin frame.

**Q:** And if $U$ is not unitary?

**A:** Then the energy can change. Take $U=\sqrt2\,1$, which gives $R=2\cdot1$ and doubles $|\mathbf m|$. Conjugation by this $U$ doubles $n$ as well, giving $\rho(2n,2\mathbf m)$ rather than $\rho(n,R\mathbf m)$. With the toy choice $g(n,s)=s^2$, which ignores $n$, the energy is multiplied by four whether $n$ is doubled or held fixed.

```lean
/-- A finite local spin-density energy stays finite and keeps its value when the
magnetization is rotated by a unitary that may vary from point to point. -/
theorem localSpinEnergy_rotation (g : ℝ → ℝ → ℝ) (n : EuclideanSpace ℝ (Fin 3) → ℝ)
    (m : EuclideanSpace ℝ (Fin 3) → Fin 3 → ℝ)
    (U : EuclideanSpace ℝ (Fin 3) → Matrix (Fin 2) (Fin 2) ℂ)
    (hU : ∀ r, U r ∈ unitaryGroup (Fin 2) ℂ)
    (hi : Integrable fun r => g (n r) (magLength (m r))) :
    Integrable (fun r => g (n r) (magLength (spinRotation (U r) *ᵥ m r))) ∧
      localSpinEnergy g n (fun r => spinRotation (U r) *ᵥ m r) = localSpinEnergy g n m := by
  have h (r : EuclideanSpace ℝ (Fin 3)) :
      magLength (spinRotation (U r) *ᵥ m r) = magLength (m r) := by
    rw [magLength, magLength, spinRotation_dot (hU r)]
  exact ⟨by simpa only [h] using hi, by simp only [localSpinEnergy, h]⟩

end

end NoncollinearSpinInvariance
```

```lean
#print axioms NoncollinearSpinInvariance.rotation_invariant_iff
-- 'NoncollinearSpinInvariance.rotation_invariant_iff' depends on axioms: [propext, Classical.choice, Quot.sound]
#print axioms NoncollinearSpinInvariance.localSpinEnergy_rotation
-- 'NoncollinearSpinInvariance.localSpinEnergy_rotation' depends on axioms: [propext, Classical.choice, Quot.sound]
```
